# Spiral energy minima in the classical J₁–J₂ chain

The chain is modelled as an infinite sequence of classical unit vectors \(S_0,S_1,\dots\), and its energy is summed over the bonds that start at the first \(N\) sites:

\[
E_N[S]=\sum_{n=0}^{N-1}\left(J_1\,S_n\cdot S_{n+1}+J_2\,S_n\cdot S_{n+2}\right).
\]

No boundary condition is built in; periodicity is an additional property of a configuration. Positive couplings are antiferromagnetic, each bond is counted once, and the spin length is absorbed into \(J_1\) and \(J_2\).

## The two regimes of the spiral energy

A planar spiral with wave number \(q\) and phase \(\varphi\) is \(S_n=(\cos(qn+\varphi),\sin(qn+\varphi),0)\). The addition theorem gives \(S_m\cdot S_n=\cos q(m-n)\), so \(E_N=N\,e(q)\) with

\[
e(q)=J_1\cos q+J_2\cos 2q .
\]

Let \(J_2>0\) and \(c=\cos q\). Since \(\cos 2q=2c^2-1\), completing the square gives

\[
e(q)=-J_2-\frac{J_1^2}{8J_2}+2J_2\left(c+\frac{J_1}{4J_2}\right)^2 .
\]

If \(|J_1|\le 4J_2\), the number \(-J_1/(4J_2)\) lies in \([-1,1]\) and is therefore the cosine of some \(q\). The minimum is \(-J_2-J_1^2/(8J_2)\), attained exactly where \(\cos q=-J_1/(4J_2)\).

If \(|J_1|>4J_2\), the square cannot vanish. With \(s=J_1/|J_1|\), expansion confirms

\[
e(q)-(J_2-|J_1|)=\frac{|J_1|}{2}(c+s)^2+\frac{|J_1|-4J_2}{2}(1-c^2).
\]

Both terms are nonnegative, and both vanish exactly when \(c=-s\). The minimum is thus \(J_2-|J_1|\), reached by the ferromagnetic state for \(J_1<0\) and the Néel state for \(J_1>0\).

## Comparison with arbitrary spin configurations

Split each nearest-neighbour bond in half between two overlapping clusters of three spins, with energy

\[
E_3(x,y,z)=\frac{J_1}{2}u+J_2w,\qquad u=x\cdot y+y\cdot z,\quad w=x\cdot z .
\]

For unit spins and any real \(a\),

\[
0\le|x+ay+z|^2=2+a^2+2au+2w .
\]

When \(|J_1|<4J_2\), choose \(a=J_1/(2J_2)\) and multiply by \(J_2/2\). This gives \(E_3\ge -J_2-J_1^2/(8J_2)\), the minimum of \(e\).

When \(4J_2\le|J_1|\) and \(J_2\ge0\), let \(s=\pm1\) satisfy \(J_1=s|J_1|\) and choose \(a=2s\). Then \(w\ge-3-2su\), and since \(su\ge-2\),

\[
E_3\ge\frac{|J_1|-4J_2}{2}\,su-3J_2\ge J_2-|J_1| .
\]

For \(J_2\le0\) the same bound follows from \(w\le1\) and \(su\ge-2\). In both cases \(J_2-|J_1|\) is the value of \(e\) at \(\cos q=-s\), so the cluster energy is again at least the minimum of \(e\).

Summing the clusters leaves a telescoping remainder:

\[
E_N[S]=\sum_{n=0}^{N-1}E_3(S_n,S_{n+1},S_{n+2})+\frac{J_1}{2}\left(S_0\cdot S_1-S_N\cdot S_{N+1}\right).
\]

The remainder is at least \(-|J_1|\), and it vanishes if \(S\) is \(N\)-periodic. With \(q\) a minimiser of \(e\), it follows that \(E_N[S]\ge N e(q)-|J_1|\) in general and \(E_N[S]\ge N e(q)\) for periodic \(S\).

The optimal classical spiral can serve as the starting point of a spin-wave expansion for the quantum model. The quantum ground state itself is not treated here; in one dimension it need not have the long-range order of the classical state. For example, the spin-1/2 chain with \(J_1>0\) and \(J_2=0\) has no Néel order.

## Energies and configurations in Lean

```lean
import Mathlib

open Real Matrix

namespace J1J2SpinSpiral

noncomputable section
```

The wave number is any real number, with the lattice spacing set to one.

```lean
/-- Energy per site `e(q) = J₁ cos q + J₂ cos 2q` as a function of the wave number `q`. -/
def spiralEnergy (J₁ J₂ q : ℝ) : ℝ := J₁ * cos q + J₂ * cos (2 * q)
```

A spin has three real components, and `⬝ᵥ` is the ordinary scalar product.

```lean
/-- A classical spin: a vector with three real components. -/
abbrev Spin := Fin 3 → ℝ
```

The type `Spin` does not fix the length, so normalisation is a separate predicate.

```lean
/-- Every spin of the chain has unit length. -/
def IsUnitChain (S : ℕ → Spin) : Prop := ∀ n, S n ⬝ᵥ S n = 1
```

The spiral lies in the plane of the first two components.

```lean
/-- The planar spiral with wave number `q` and phase `φ`. -/
def spiral (q φ : ℝ) (n : ℕ) : Spin := ![cos (q * n + φ), sin (q * n + φ), 0]
```

`Finset.range N` contains the sites \(0,\dots,N-1\); the last bonds reach sites \(N\) and \(N+1\).

```lean
/-- Classical `J₁`-`J₂` energy of the bonds starting at the sites `0, …, N - 1`. -/
def chainEnergy (J₁ J₂ : ℝ) (S : ℕ → Spin) (N : ℕ) : ℝ :=
  ∑ n ∈ Finset.range N, (J₁ * (S n ⬝ᵥ S (n + 1)) + J₂ * (S n ⬝ᵥ S (n + 2)))
```

The cluster energy is \(E_3\).

```lean
/-- Energy of three consecutive spins, with the two nearest-neighbour bonds at half weight. -/
def tripleEnergy (J₁ J₂ : ℝ) (x y z : Spin) : ℝ :=
  J₁ / 2 * (x ⬝ᵥ y + y ⬝ᵥ z) + J₂ * (x ⬝ᵥ z)
```

## Minimising over the wave number

The completed square needs only \(J_2\ne0\). After the double-angle formula, `linear_combination` checks the remaining algebra.

```lean
/-- For `J₂ ≠ 0`, `e(q)` is a completed square in `cos q`. -/
theorem spiralEnergy_eq_square (J₁ : ℝ) {J₂ : ℝ} (hJ : J₂ ≠ 0) (q : ℝ) :
    spiralEnergy J₁ J₂ q
      = -J₂ - J₁ ^ 2 / (8 * J₂) + 2 * J₂ * (cos q + J₁ / (4 * J₂)) ^ 2 := by
  have h : J₂ * J₂⁻¹ = 1 := mul_inv_cancel₀ hJ
  unfold spiralEnergy
  rw [Real.cos_two_mul]
  linear_combination (-(J₁ * cos q) - J₁ ^ 2 * J₂⁻¹ / 8) * h
```

`IsLeast` on the range of `spiralEnergy J₁ J₂` says that the value is attained and that no wave number gives less. The equivalence `hiff` identifies the minimisers by setting the square to zero, and `arccos` supplies one of them; the two bounds contained in \(|J_1|\le4J_2\) are what `Real.cos_arccos` requires.

```lean
/-- For `J₂ > 0` and `|J₁| ≤ 4 J₂` the minimum of `e` is `-J₂ - J₁²/(8 J₂)`, attained exactly
where `cos q = -J₁/(4 J₂)`. -/
theorem spiral_regime {J₁ J₂ : ℝ} (hJ : 0 < J₂) (h : |J₁| ≤ 4 * J₂) :
    IsLeast (Set.range (spiralEnergy J₁ J₂)) (-J₂ - J₁ ^ 2 / (8 * J₂)) ∧
      ∀ q, spiralEnergy J₁ J₂ q = -J₂ - J₁ ^ 2 / (8 * J₂) ↔ cos q = -J₁ / (4 * J₂) := by
  have hiff : ∀ q, spiralEnergy J₁ J₂ q = -J₂ - J₁ ^ 2 / (8 * J₂) ↔
      cos q = -J₁ / (4 * J₂) := by
    intro q
    rw [spiralEnergy_eq_square J₁ hJ.ne' q]
    constructor
    · intro hq
      have h0 : 2 * J₂ ≠ 0 := by positivity
      have h1 : 2 * J₂ * (cos q + J₁ / (4 * J₂)) ^ 2 = 0 := by linarith
      have h2 : (cos q + J₁ / (4 * J₂)) ^ 2 = 0 := (mul_eq_zero.mp h1).resolve_left h0
      have h3 : cos q + J₁ / (4 * J₂) = 0 := (pow_eq_zero_iff two_ne_zero).mp h2
      rw [neg_div]
      linarith
    · intro hq
      rw [hq]
      ring
  have h4 : 0 < 4 * J₂ := by positivity
  obtain ⟨hlo, hhi⟩ := abs_le.mp h
  refine ⟨⟨⟨arccos (-J₁ / (4 * J₂)), (hiff _).mpr ?_⟩, ?_⟩, hiff⟩
  · -- the condition |J₁| ≤ 4 J₂ puts -J₁/(4 J₂) in the range of the cosine
    apply Real.cos_arccos
    · rw [le_div_iff₀ h4]
      linarith
    · rw [div_le_iff₀ h4]
      linarith
  · rintro _ ⟨q, rfl⟩
    rw [spiralEnergy_eq_square J₁ hJ.ne' q]
    have : 0 ≤ 2 * J₂ * (cos q + J₁ / (4 * J₂)) ^ 2 := by positivity
    linarith
```

The collinear theorem allows either sign of \(J_2\). Its identity `key` is the two-term decomposition above, and \(q=\pi\) or \(q=0\) realises \(\cos q=-s\). The description of the minimisers assumes \(J_1\ne0\), because otherwise there is no sign to select one collinear state.

```lean
/-- For `4 J₂ ≤ |J₁|` the minimum of `e` is `J₂ - |J₁|`; if `J₁ ≠ 0` it is attained exactly
where `cos q = -J₁/|J₁|`. -/
theorem collinear_regime {J₁ J₂ : ℝ} (h : 4 * J₂ ≤ |J₁|) :
    IsLeast (Set.range (spiralEnergy J₁ J₂)) (J₂ - |J₁|) ∧
      (J₁ ≠ 0 → ∀ q, spiralEnergy J₁ J₂ q = J₂ - |J₁| ↔ cos q = -J₁ / |J₁|) := by
  have hsin : ∀ q, 0 ≤ 1 - cos q ^ 2 := fun q => by
    have := Real.cos_sq_le_one q
    linarith
  -- s is the sign of J₁
  obtain ⟨s, hs, hsJ⟩ : ∃ s : ℝ, (s = 1 ∨ s = -1) ∧ J₁ = s * |J₁| := by
    rcases le_total 0 J₁ with h0 | h0
    · exact ⟨1, Or.inl rfl, by rw [abs_of_nonneg h0, one_mul]⟩
    · exact ⟨-1, Or.inr rfl, by rw [abs_of_nonpos h0]; ring⟩
  have hs2 : s ^ 2 = 1 := by
    rcases hs with rfl | rfl <;> norm_num
  -- the excess energy is a sum of two nonnegative terms
  have key : ∀ q, spiralEnergy J₁ J₂ q = J₂ - |J₁| + |J₁| / 2 * (cos q + s) ^ 2
      + (|J₁| - 4 * J₂) / 2 * (1 - cos q ^ 2) := by
    intro q
    unfold spiralEnergy
    rw [Real.cos_two_mul]
    linear_combination cos q * hsJ - |J₁| / 2 * hs2
  have hpos1 : ∀ q, 0 ≤ |J₁| / 2 * (cos q + s) ^ 2 := fun q => by positivity
  have hpos2 : ∀ q, 0 ≤ (|J₁| - 4 * J₂) / 2 * (1 - cos q ^ 2) :=
    fun q => mul_nonneg (by linarith) (hsin q)
  have hval : ∀ q, cos q = -s → spiralEnergy J₁ J₂ q = J₂ - |J₁| := by
    intro q hq
    rw [key q, hq]
    linear_combination (-(|J₁| - 4 * J₂) / 2) * hs2
  obtain ⟨q₀, hq₀⟩ : ∃ q₀ : ℝ, cos q₀ = -s := by
    rcases hs with rfl | rfl
    · exact ⟨π, Real.cos_pi⟩
    · exact ⟨0, by simp⟩
  refine ⟨⟨⟨q₀, hval q₀ hq₀⟩, ?_⟩, ?_⟩
  · rintro _ ⟨q, rfl⟩
    linarith [key q, hpos1 q, hpos2 q]
  · intro hne q
    have hA : 0 < |J₁| := abs_pos.mpr hne
    have hdiv : -J₁ / |J₁| = -s := by
      rw [div_eq_iff hA.ne']
      linear_combination (-1) * hsJ
    rw [hdiv]
    refine ⟨fun hq => ?_, hval q⟩
    have h3 : |J₁| / 2 * (cos q + s) ^ 2 ≤ 0 := by linarith [key q, hpos2 q]
    have h4 : |J₁| / 2 * (cos q + s) ^ 2 = 0 := le_antisymm h3 (hpos1 q)
    have h5 : (cos q + s) ^ 2 = 0 := (mul_eq_zero.mp h4).resolve_left (half_pos hA).ne'
    have h6 : cos q + s = 0 := (pow_eq_zero_iff two_ne_zero).mp h5
    linarith
```

For \(J_2>0\) the two results combine into the full case distinction. In the second case \(J_1\ne0\) follows from \(4J_2<|J_1|\).

```lean
/-- For `J₂ > 0`: if `|J₁| ≤ 4 J₂` the minimum of `e` is `-J₂ - J₁²/(8 J₂)`, attained exactly at
`cos q = -J₁/(4 J₂)`; otherwise it is `J₂ - |J₁|`, attained exactly at `cos q = -J₁/|J₁|`. -/
theorem spiralEnergy_minimum (J₁ : ℝ) {J₂ : ℝ} (hJ : 0 < J₂) :
    (|J₁| ≤ 4 * J₂ →
      IsLeast (Set.range (spiralEnergy J₁ J₂)) (-J₂ - J₁ ^ 2 / (8 * J₂)) ∧
        ∀ q, spiralEnergy J₁ J₂ q = -J₂ - J₁ ^ 2 / (8 * J₂) ↔ cos q = -J₁ / (4 * J₂)) ∧
    (4 * J₂ < |J₁| →
      IsLeast (Set.range (spiralEnergy J₁ J₂)) (J₂ - |J₁|) ∧
        ∀ q, spiralEnergy J₁ J₂ q = J₂ - |J₁| ↔ cos q = -J₁ / |J₁|) := by
  refine ⟨fun h => spiral_regime hJ h, fun h => ?_⟩
  have hne : J₁ ≠ 0 := abs_pos.mp (by linarith)
  exact ⟨(collinear_regime h.le).1, (collinear_regime h.le).2 hne⟩
```

## From spirals to general chains

The correlation formula is the cosine subtraction theorem.

```lean
/-- The spin correlation in a spiral is `S_m · S_n = cos (q (m - n))`. -/
theorem spiral_dot (q φ : ℝ) (m n : ℕ) :
    spiral q φ m ⬝ᵥ spiral q φ n = cos (q * ((m : ℝ) - (n : ℝ))) := by
  have h : q * ((m : ℝ) - (n : ℝ)) = (q * m + φ) - (q * n + φ) := by ring
  rw [h, Real.cos_sub]
  simp [spiral, dotProduct, Fin.sum_univ_succ]
```

Every site of a spiral then contributes the same energy, so the sum is \(N\) times \(e(q)\).

```lean
/-- The energy of `N` sites of a spiral with wave number `q` is `N e(q)`. -/
theorem chainEnergy_spiral (J₁ J₂ q φ : ℝ) (N : ℕ) :
    chainEnergy J₁ J₂ (spiral q φ) N = N * spiralEnergy J₁ J₂ q := by
  have h : ∀ n : ℕ, J₁ * (spiral q φ n ⬝ᵥ spiral q φ (n + 1))
      + J₂ * (spiral q φ n ⬝ᵥ spiral q φ (n + 2)) = spiralEnergy J₁ J₂ q := by
    intro n
    have h1 : q * ((n : ℝ) - ((n + 1 : ℕ) : ℝ)) = -q := by
      push_cast
      ring
    have h2 : q * ((n : ℝ) - ((n + 2 : ℕ) : ℝ)) = -(2 * q) := by
      push_cast
      ring
    unfold spiralEnergy
    rw [spiral_dot q φ n (n + 1), spiral_dot q φ n (n + 2), h1, h2, Real.cos_neg, Real.cos_neg]
  simp only [chainEnergy, h, Finset.sum_const, Finset.card_range, nsmul_eq_mul]
```

The bound on a single bond comes from the squares of the components of \(x\pm y\).

```lean
/-- The scalar product of two unit spins lies between `-1` and `1`. -/
theorem abs_dot_le_one {x y : Spin} (hx : x ⬝ᵥ x = 1) (hy : y ⬝ᵥ y = 1) : |x ⬝ᵥ y| ≤ 1 := by
  simp only [dotProduct, Fin.sum_univ_three] at hx hy ⊢
  rw [abs_le]
  constructor
  · nlinarith [sq_nonneg (x 0 + y 0), sq_nonneg (x 1 + y 1), sq_nonneg (x 2 + y 2)]
  · nlinarith [sq_nonneg (x 0 - y 0), sq_nonneg (x 1 - y 1), sq_nonneg (x 2 - y 2)]
```

The next inequality writes its right-hand side as the squared length of \(x+ay+z\).

```lean
/-- For three unit spins and every real `a`, `2 + a² + 2a (x·y + y·z) + 2 x·z ≥ 0`. -/
theorem three_spin_ineq (a : ℝ) {x y z : Spin} (hx : x ⬝ᵥ x = 1) (hy : y ⬝ᵥ y = 1)
    (hz : z ⬝ᵥ z = 1) :
    0 ≤ 2 + a ^ 2 + 2 * a * (x ⬝ᵥ y + y ⬝ᵥ z) + 2 * (x ⬝ᵥ z) := by
  simp only [dotProduct, Fin.sum_univ_three] at hx hy hz ⊢
  -- the expression is the squared length of x + a y + z
  have h : 2 + a ^ 2 + 2 * a * (x 0 * y 0 + x 1 * y 1 + x 2 * y 2
        + (y 0 * z 0 + y 1 * z 1 + y 2 * z 2)) + 2 * (x 0 * z 0 + x 1 * z 1 + x 2 * z 2)
      = (x 0 + a * y 0 + z 0) ^ 2 + (x 1 + a * y 1 + z 1) ^ 2 + (x 2 + a * y 2 + z 2) ^ 2 := by
    linear_combination (-1) * hx - a ^ 2 * hy - hz
  rw [h]
  positivity
```

The cluster bound is stated for any lower bound `m` of \(e\). The proof compares `m` with the minimum in the relevant regime and then follows the choices of \(a\) made above; `nlinarith` receives the products of nonnegative factors that the collinear estimates need.

```lean
/-- Every lower bound of `e(q)` is a lower bound of the cluster energy of any three unit
spins. -/
theorem le_tripleEnergy {J₁ J₂ m : ℝ} (hm : ∀ q, m ≤ spiralEnergy J₁ J₂ q) {x y z : Spin}
    (hx : x ⬝ᵥ x = 1) (hy : y ⬝ᵥ y = 1) (hz : z ⬝ᵥ z = 1) :
    m ≤ tripleEnergy J₁ J₂ x y z := by
  by_cases h : 4 * J₂ ≤ |J₁|
  · -- collinear regime: use a = ±2 and the bounds on single bonds
    obtain ⟨q, hq⟩ := (collinear_regime h).1.1
    have hm' : m ≤ J₂ - |J₁| := by linarith [hm q]
    obtain ⟨a1, a2⟩ := abs_le.mp (abs_dot_le_one hx hy)
    obtain ⟨b1, b2⟩ := abs_le.mp (abs_dot_le_one hy hz)
    obtain ⟨_, c2⟩ := abs_le.mp (abs_dot_le_one hx hz)
    have up : 0 ≤ x ⬝ᵥ y + y ⬝ᵥ z + 2 := by linarith
    have um : 0 ≤ 2 - (x ⬝ᵥ y + y ⬝ᵥ z) := by linarith
    have wm : 0 ≤ 1 - x ⬝ᵥ z := by linarith
    have tp := three_spin_ineq 2 hx hy hz
    have tm := three_spin_ineq (-2) hx hy hz
    unfold tripleEnergy
    rcases le_total 0 J₁ with h1 | h1
    · rw [abs_of_nonneg h1] at h hm'
      rcases le_total 0 J₂ with h2 | h2
      · nlinarith [mul_nonneg h2 tp, mul_nonneg (sub_nonneg.mpr h) up]
      · nlinarith [mul_nonneg (neg_nonneg.mpr h2) wm, mul_nonneg h1 up]
    · rw [abs_of_nonpos h1] at h hm'
      rcases le_total 0 J₂ with h2 | h2
      · nlinarith [mul_nonneg h2 tm, mul_nonneg (sub_nonneg.mpr h) um]
      · nlinarith [mul_nonneg (neg_nonneg.mpr h2) wm, mul_nonneg (neg_nonneg.mpr h1) um]
  · -- spiral regime: use a = J₁/(2 J₂)
    have h' : |J₁| < 4 * J₂ := not_le.mp h
    have hJ : 0 < J₂ := by linarith [abs_nonneg J₁]
    obtain ⟨q, hq⟩ := (spiral_regime hJ h'.le).1.1
    have hinv : J₂ * J₂⁻¹ = 1 := mul_inv_cancel₀ hJ.ne'
    have hid : tripleEnergy J₁ J₂ x y z = -J₂ - J₁ ^ 2 / (8 * J₂)
        + J₂ / 2 * (2 + (J₁ / (2 * J₂)) ^ 2 + 2 * (J₁ / (2 * J₂)) * (x ⬝ᵥ y + y ⬝ᵥ z)
          + 2 * (x ⬝ᵥ z)) := by
      unfold tripleEnergy
      linear_combination (-(J₁ / 2 * (x ⬝ᵥ y + y ⬝ᵥ z)) - J₁ ^ 2 * J₂⁻¹ / 8) * hinv
    have hnn := mul_nonneg (half_pos hJ).le (three_spin_ineq (J₁ / (2 * J₂)) hx hy hz)
    linarith [hm q]
```

Induction on \(N\) proves the decomposition into clusters, each step extending the telescoping remainder by one site.

```lean
/-- The chain energy is the sum of the three-spin cluster energies plus a boundary term. -/
theorem chainEnergy_eq_sum_triple (J₁ J₂ : ℝ) (S : ℕ → Spin) (N : ℕ) :
    chainEnergy J₁ J₂ S N
      = ∑ n ∈ Finset.range N, tripleEnergy J₁ J₂ (S n) (S (n + 1)) (S (n + 2))
        + J₁ / 2 * (S 0 ⬝ᵥ S 1 - S N ⬝ᵥ S (N + 1)) := by
  induction N with
  | zero => simp [chainEnergy]
  | succ N ih =>
    have e : N + 1 + 1 = N + 2 := rfl
    unfold chainEnergy at ih ⊢
    rw [Finset.sum_range_succ, Finset.sum_range_succ, ih, e]
    unfold tripleEnergy
    ring
```

The hypothesis `hq` says that \(q\) minimises \(e\). The first conclusion concerns every unit chain, the second only those with `Function.Periodic S N`. The spiral itself need not be \(N\)-periodic, so for a ring whose length does not fit \(q\) the second conclusion is a lower bound that may not be attained.

```lean
/-- If `q` minimises `e`, the `N`-site energy of the spiral exceeds that of any chain of unit
spins by at most `|J₁|`, and does not exceed it if that chain is `N`-periodic. -/
theorem optimal_spiral_le_chainEnergy {J₁ J₂ q : ℝ}
    (hq : ∀ k, spiralEnergy J₁ J₂ q ≤ spiralEnergy J₁ J₂ k) (φ : ℝ)
    {S : ℕ → Spin} (hS : IsUnitChain S) (N : ℕ) :
    chainEnergy J₁ J₂ (spiral q φ) N - |J₁| ≤ chainEnergy J₁ J₂ S N ∧
      (Function.Periodic S N → chainEnergy J₁ J₂ (spiral q φ) N ≤ chainEnergy J₁ J₂ S N) := by
  -- each cluster contributes at least e(q)
  have hsum : (N : ℝ) * spiralEnergy J₁ J₂ q
      ≤ ∑ n ∈ Finset.range N, tripleEnergy J₁ J₂ (S n) (S (n + 1)) (S (n + 2)) := by
    calc (N : ℝ) * spiralEnergy J₁ J₂ q
        = ∑ _n ∈ Finset.range N, spiralEnergy J₁ J₂ q := by simp
      _ ≤ _ := Finset.sum_le_sum fun n _ =>
          le_tripleEnergy hq (hS n) (hS (n + 1)) (hS (n + 2))
  rw [chainEnergy_spiral, chainEnergy_eq_sum_triple J₁ J₂ S N]
  constructor
  · obtain ⟨a1, a2⟩ := abs_le.mp (abs_dot_le_one (hS 0) (hS 1))
    obtain ⟨b1, b2⟩ := abs_le.mp (abs_dot_le_one (hS N) (hS (N + 1)))
    have up : 0 ≤ S 0 ⬝ᵥ S 1 - S N ⬝ᵥ S (N + 1) + 2 := by linarith
    have um : 0 ≤ 2 - (S 0 ⬝ᵥ S 1 - S N ⬝ᵥ S (N + 1)) := by linarith
    rcases le_total 0 J₁ with h1 | h1
    · rw [abs_of_nonneg h1]
      nlinarith [mul_nonneg h1 up]
    · rw [abs_of_nonpos h1]
      nlinarith [mul_nonneg (neg_nonneg.mpr h1) um]
  · -- the boundary term vanishes for a periodic chain
    intro hper
    have h0 : S N = S 0 := by simpa using hper 0
    have h1 : S (N + 1) = S 1 := by
      rw [add_comm]
      exact hper 1
    rw [h0, h1]
    linarith
```

At \(J_1=2\), \(J_2=1\) the condition \(\cos q=-1/2\) selects the 120° spiral. It repeats after three sites and has energy \(-3/2\) per site, so here the periodic bound is attained at \(N=3\).

```lean
/-- For `J₁ = 2`, `J₂ = 1` the wave number `2π/3` minimises `e` with value `-3/2`, and the
corresponding spiral is a 3-periodic chain of unit spins. -/
theorem optimal_spiral_witness (φ : ℝ) :
    (∀ k, spiralEnergy 2 1 (2 * π / 3) ≤ spiralEnergy 2 1 k) ∧
      IsUnitChain (spiral (2 * π / 3) φ) ∧ Function.Periodic (spiral (2 * π / 3) φ) 3 ∧
      spiralEnergy 2 1 (2 * π / 3) = -3 / 2 := by
  have hcos : cos (2 * π / 3) = -2 / (4 * 1) := by
    have h : 2 * π / 3 = π - π / 3 := by ring
    rw [h, Real.cos_pi_sub, Real.cos_pi_div_three]
    norm_num
  have R := spiral_regime (J₁ := 2) (J₂ := 1) one_pos (by rw [abs_two]; norm_num)
  have hval := (R.2 _).mpr hcos
  refine ⟨fun k => ?_, ?_, ?_, ?_⟩
  · rw [hval]
    exact R.1.2 ⟨k, rfl⟩
  · intro n
    rw [spiral_dot]
    simp
  · intro n
    have h : 2 * π / 3 * ((n + 3 : ℕ) : ℝ) + φ = 2 * π / 3 * (n : ℝ) + φ + 2 * π := by
      push_cast
      ring
    show spiral (2 * π / 3) φ (n + 3) = spiral (2 * π / 3) φ n
    unfold spiral
    rw [h, Real.cos_add_two_pi, Real.sin_add_two_pi]
  · rw [hval]
    norm_num

end

end J1J2SpinSpiral
```

```lean
#print axioms J1J2SpinSpiral.spiralEnergy_minimum
-- 'J1J2SpinSpiral.spiralEnergy_minimum' depends on axioms: [propext, Classical.choice, Quot.sound]
#print axioms J1J2SpinSpiral.optimal_spiral_le_chainEnergy
-- 'J1J2SpinSpiral.optimal_spiral_le_chainEnergy' depends on axioms: [propext, Classical.choice, Quot.sound]
```
